# The N-electron antisymmetrizer factors over a partition into two groups

Take three electrons, with labels 0 and 1 on one molecule and label 2 on another. Writing (i j) for the exchange of two labels, I can expand

(1 − (0 2) − (1 2)) · (1 − (0 1))

and get all six permutations, each once and with its correct sign. So if the first molecule is already antisymmetrized, only the exchanges between the molecules remain to be done. I believe this works for any N and any split into groups A and B, with C(N, card A) terms in the first factor. Can someone prove it in full, with a proof that Lean accepts?

## One coset representative, then a permutation within each group

Yes. Let H be the group of permutations that preserve A, and hence its complement B. Let R be a left transversal: for each permutation g, exactly one r in R has r⁻¹g in H. Write [g] = sgn(g) g, and let 𝒜(S) be the sum of [g] over all g that fix every label outside S. The claim is

∑ [g] = (∑ [r]) · 𝒜(A) · 𝒜(B),

with g running over all permutations and r over R.

Signs are multiplicative, so [gh] = [g][h].

Given h in H, let a act as h on A and as the identity on B. This is a permutation because h maps A onto itself. Then b = a⁻¹h fixes every label in A, and h = ab. If also h = a′b′, then a and a′ agree with h on A and are the identity on B, so a = a′ and b = b′. Conversely, every such product ab preserves A. Hence

∑ [h] over H = 𝒜(A) · 𝒜(B).

Every g is r · (r⁻¹g) for exactly one r in R, and summing [r][h] over all pairs gives the claim.

For the count, r⁻¹g lies in H exactly when r(A) = g(A). So r ↦ r(A) is one-to-one on R. It reaches every set of card A labels, since each is g(A) for some g. Therefore card R = C(N, card A).

Finally, let a and b now be labels, with a in A and b in B. The exchange (a b) sends A to A with a replaced by b. This set differs from A and determines both a and b, so these exchanges lie in distinct cosets, none of them H.

## What the Lean statements say

Electron labels are elements of `Fin N`, numbered from 0, and B is `Aᶜ`. H is `blockGroup A`, [g] is `signed g` in the complex group algebra, and 𝒜(S) is `antisymmetrizer S`, without a factorial prefactor. In a product, the right factor acts first.

The transversal enters as the hypothesis `IsLeftTransversal R A`; choosing one permutation from each coset always supplies one. The statements concern permutations alone: no wavefunctions, spin or Hamiltonian appear.

```lean
import Mathlib

open Equiv

namespace PartitionedAntisymmetrizer

noncomputable section

variable {N : ℕ}

/-- The permutations of `N` electron labels that preserve the set `A`
(and hence also its complement). -/
def blockGroup (A : Finset (Fin N)) : Subgroup (Perm (Fin N)) where
  carrier := {g | ∀ i, g i ∈ A ↔ i ∈ A}
  mul_mem' := by
    intro g h hg hh i
    exact (hg (h i)).trans (hh i)
  one_mem' := fun _ => Iff.rfl
  inv_mem' := by
    intro g hg i
    have h : g (g⁻¹ i) = i := g.apply_symm_apply i
    have h2 : g (g⁻¹ i) ∈ A ↔ g⁻¹ i ∈ A := hg (g⁻¹ i)
    rw [h] at h2
    exact h2.symm

/-- Whether a permutation preserves `A` can be decided label by label. -/
instance (A : Finset (Fin N)) : DecidablePred (· ∈ blockGroup A) :=
  fun g => inferInstanceAs (Decidable (∀ i, g i ∈ A ↔ i ∈ A))

/-- `R` is a left transversal: every permutation lies in the coset `r H` of exactly one
`r` in `R`, where `H` is the group preserving `A`. -/
def IsLeftTransversal (R : Finset (Perm (Fin N))) (A : Finset (Fin N)) : Prop :=
  ∀ g : Perm (Fin N), ∃! r, r ∈ R ∧ r⁻¹ * g ∈ blockGroup A

/-- A permutation multiplied by its sign, as an element of the complex group algebra. -/
def signed (g : Perm (Fin N)) : MonoidAlgebra ℂ (Perm (Fin N)) :=
  ((Perm.sign g : ℤ) : ℂ) • MonoidAlgebra.of ℂ (Perm (Fin N)) g

/-- The unnormalized antisymmetrizer of the labels in `S`: the signed sum over all
permutations that fix every label outside `S`. -/
def antisymmetrizer (S : Finset (Fin N)) : MonoidAlgebra ℂ (Perm (Fin N)) :=
  ∑ g ∈ Finset.univ.filter (fun g : Perm (Fin N) => ∀ i, i ∉ S → g i = i), signed g


/-- Signed permutations multiply like the permutations themselves. -/
theorem signed_mul (g h : Perm (Fin N)) : signed (g * h) = signed g * signed h := by
  simp only [signed, map_mul, Units.val_mul, Int.cast_mul, smul_mul_smul_comm]

/-- A permutation that fixes every label outside `S` preserves `S`. -/
theorem mem_blockGroup_of_fixes {S : Finset (Fin N)} {g : Perm (Fin N)}
    (hg : ∀ i, i ∉ S → g i = i) : ∀ i, g i ∈ S ↔ i ∈ S := by
  intro i
  by_cases hi : i ∈ S
  · refine ⟨fun _ => hi, fun _ => ?_⟩
    by_contra h
    have h2 : g i = i := g.injective (hg (g i) h)
    exact h (h2.symm ▸ hi)
  · rw [hg i hi]

/-- The signed sum over the permutations preserving `A` is the product of the
antisymmetrizers of `A` and of its complement. -/
theorem sum_blockGroup (A : Finset (Fin N)) :
    ∑ h ∈ Finset.univ.filter (fun h : Perm (Fin N) => h ∈ blockGroup A), signed h
      = antisymmetrizer A * antisymmetrizer Aᶜ := by
  unfold antisymmetrizer
  rw [Finset.sum_mul_sum, ← Finset.sum_product']
  symm
  refine Finset.sum_bij (fun p _ => p.1 * p.2) ?_ ?_ ?_ ?_
  · rintro ⟨a, b⟩ hp
    simp only [Finset.mem_product, Finset.mem_filter, Finset.mem_univ, true_and] at hp
    have hb : ∀ i, b i ∈ A ↔ i ∈ A := by
      intro i
      have h := mem_blockGroup_of_fixes hp.2 i
      rwa [Finset.mem_compl, Finset.mem_compl, not_iff_not] at h
    exact Finset.mem_filter.2 ⟨Finset.mem_univ _,
      fun i => (mem_blockGroup_of_fixes hp.1 (b i)).trans (hb i)⟩
  · -- on `A` only the first factor acts, so the product determines it
    rintro ⟨a, b⟩ hp ⟨a', b'⟩ hq h
    simp only [Finset.mem_product, Finset.mem_filter, Finset.mem_univ, true_and,
      Finset.mem_compl, not_not] at hp hq
    have h' : a * b = a' * b' := h
    have haa : a = a' := by
      refine Equiv.ext fun i => ?_
      by_cases hi : i ∈ A
      · have h2 : a (b i) = a' (b' i) := Equiv.congr_fun h' i
        rwa [hp.2 i hi, hq.2 i hi] at h2
      · rw [hp.1 i hi, hq.1 i hi]
    subst haa
    rw [mul_left_cancel h']
  · -- split `g` into its action on `A` and the rest
    intro g hg
    have hg' : ∀ i, g i ∈ A ↔ i ∈ A := (Finset.mem_filter.1 hg).2
    have hs : ∀ i, g.symm i ∈ A ↔ i ∈ A := by
      intro i
      have h := hg' (g.symm i)
      rw [g.apply_symm_apply] at h
      exact h.symm
    obtain ⟨a, haA, haB⟩ : ∃ a : Perm (Fin N),
        (∀ i, i ∈ A → a i = g i) ∧ (∀ i, i ∉ A → a i = i) := by
      refine ⟨⟨fun i => if i ∈ A then g i else i,
        fun i => if i ∈ A then g.symm i else i, ?_, ?_⟩,
        fun i hi => if_pos hi, fun i hi => if_neg hi⟩
      · intro i
        by_cases hi : i ∈ A <;> simp [hi, hg' i]
      · intro i
        by_cases hi : i ∈ A <;> simp [hi, hs i]
    refine ⟨(a, a⁻¹ * g), ?_, mul_inv_cancel_left a g⟩
    simp only [Finset.mem_product, Finset.mem_filter, Finset.mem_univ, true_and,
      Finset.mem_compl, not_not]
    refine ⟨haB, fun i hi => ?_⟩
    rw [Perm.mul_apply, ← haA i hi]
    exact a.symm_apply_apply i
  · rintro ⟨a, b⟩ _
    exact (signed_mul a b).symm

/-- For any left transversal `R`, the full antisymmetrizing sum is the signed sum over `R`
times the antisymmetrizers of `A` and of its complement. -/
theorem antisymmetrizer_factorization (A : Finset (Fin N)) (R : Finset (Perm (Fin N)))
    (hR : IsLeftTransversal R A) :
    ∑ g : Perm (Fin N), signed g
      = (∑ r ∈ R, signed r) * (antisymmetrizer A * antisymmetrizer Aᶜ) := by
  rw [← sum_blockGroup, Finset.sum_mul_sum, ← Finset.sum_product']
  symm
  refine Finset.sum_bij (fun p _ => p.1 * p.2) (fun _ _ => Finset.mem_univ _) ?_ ?_ ?_
  · rintro ⟨r, h⟩ hp ⟨r', h'⟩ hq e
    have e' : r * h = r' * h' := e
    obtain ⟨hr, hh⟩ := Finset.mem_product.1 hp
    obtain ⟨hr', hh'⟩ := Finset.mem_product.1 hq
    have hrr : r = r' := (hR (r * h)).unique
      ⟨hr, by rw [inv_mul_cancel_left]; exact (Finset.mem_filter.1 hh).2⟩
      ⟨hr', by rw [e', inv_mul_cancel_left]; exact (Finset.mem_filter.1 hh').2⟩
    subst hrr
    rw [mul_left_cancel e']
  · intro g _
    obtain ⟨r, ⟨hr, hh⟩, _⟩ := hR g
    exact ⟨(r, r⁻¹ * g), Finset.mem_product.2
      ⟨hr, Finset.mem_filter.2 ⟨Finset.mem_univ _, hh⟩⟩, mul_inv_cancel_left r g⟩
  · rintro ⟨r, h⟩ _
    exact (signed_mul r h).symm

/-- Two permutations lie in the same left coset exactly when they send `A` to the same
set of labels. -/
theorem same_coset_iff (A : Finset (Fin N)) (r g : Perm (Fin N)) :
    r⁻¹ * g ∈ blockGroup A ↔ A.image r = A.image g := by
  have key : ∀ (p : Perm (Fin N)) (j : Fin N), j ∈ A.image p ↔ p.symm j ∈ A := by
    intro p j
    rw [Finset.mem_image]
    constructor
    · rintro ⟨x, hx, rfl⟩
      rwa [p.symm_apply_apply]
    · intro h
      exact ⟨_, h, p.apply_symm_apply j⟩
  change (∀ i, r.symm (g i) ∈ A ↔ i ∈ A) ↔ _
  constructor
  · intro h
    refine Finset.ext fun j => ?_
    have h1 := h (g.symm j)
    rw [g.apply_symm_apply] at h1
    rw [key r, key g, h1]
  · intro h i
    rw [← key r, h, key g, g.symm_apply_apply]

/-- Every left transversal has `N` choose `card A` elements. -/
theorem card_transversal (A : Finset (Fin N)) (R : Finset (Perm (Fin N)))
    (hR : IsLeftTransversal R A) : R.card = N.choose A.card := by
  have h : R.card = (Finset.powersetCard A.card (Finset.univ : Finset (Fin N))).card := by
    refine Finset.card_bij (fun r _ => A.image r) ?_ ?_ ?_
    · intro r _
      exact Finset.mem_powersetCard.2
        ⟨Finset.subset_univ _, Finset.card_image_of_injective _ r.injective⟩
    · intro r hr r' hr' e
      exact (hR r').unique ⟨hr, (same_coset_iff A r r').2 e⟩
        ⟨hr', by rw [inv_mul_cancel]; exact one_mem _⟩
    · -- any set of the right size is the image of `A` under some permutation
      intro S hS
      have hc : S.card = A.card := (Finset.mem_powersetCard.1 hS).2
      let e : {x // x ∈ A} ≃ {x // x ∈ S} := Finset.equivOfCardEq hc.symm
      have hg : A.image e.extendSubtype = S := by
        refine Finset.eq_of_subset_of_card_le ?_ ?_
        · intro j hj
          obtain ⟨x, hx, rfl⟩ := Finset.mem_image.1 hj
          exact e.extendSubtype_mem x hx
        · rw [Finset.card_image_of_injective _ e.extendSubtype.injective, hc]
      obtain ⟨r, ⟨hr, hh⟩, _⟩ := hR e.extendSubtype
      exact ⟨r, hr, ((same_coset_iff A r _).1 hh).trans hg⟩
  rw [h, Finset.card_powersetCard, Finset.card_univ, Fintype.card_fin]

/-- The exchange of a label in `A` with one outside `A` does not preserve `A`, and two such
exchanges lie in the same left coset only if they are the same exchange. -/
theorem single_exchanges (A : Finset (Fin N)) {a b : Fin N} (ha : a ∈ A) (hb : b ∉ A) :
    swap a b ∉ blockGroup A ∧ ∀ a' ∈ A, ∀ b' ∉ A,
      (swap a b)⁻¹ * swap a' b' ∈ blockGroup A → a = a' ∧ b = b' := by
  constructor
  · intro h
    have h1 : swap a b a ∈ A ↔ a ∈ A := h a
    rw [swap_apply_left] at h1
    exact hb (h1.2 ha)
  · intro a' ha' b' hb' h
    have h1 : ∀ i, swap a b (swap a' b' i) ∈ A ↔ i ∈ A := h
    constructor
    · by_contra hne
      have h2 := h1 b'
      have hab : a' ≠ b := fun e => hb (e ▸ ha')
      rw [swap_apply_right, swap_apply_of_ne_of_ne (Ne.symm hne) hab] at h2
      exact hb' (h2.1 ha')
    · by_contra hne
      have h2 := h1 a'
      have hba : b' ≠ a := fun e => hb' (e.symm ▸ ha)
      rw [swap_apply_left, swap_apply_of_ne_of_ne hba (Ne.symm hne)] at h2
      exact hb' (h2.2 ha')


end

end PartitionedAntisymmetrizer
```

```lean
#print axioms PartitionedAntisymmetrizer.antisymmetrizer_factorization
#print axioms PartitionedAntisymmetrizer.card_transversal
#print axioms PartitionedAntisymmetrizer.single_exchanges
```

```
'PartitionedAntisymmetrizer.antisymmetrizer_factorization' depends on axioms: [propext, Classical.choice, Quot.sound]
'PartitionedAntisymmetrizer.card_transversal' depends on axioms: [propext, Classical.choice, Quot.sound]
'PartitionedAntisymmetrizer.single_exchanges' depends on axioms: [propext, Classical.choice, Quot.sound]
```

## From the cosets to the code

`sum_blockGroup` and `antisymmetrizer_factorization` both turn a product of sums into a sum over pairs, then use `Finset.sum_bij` to match pairs with permutations. The matching conditions are the existence and uniqueness arguments above, and `signed_mul` matches the terms. `mem_blockGroup_of_fixes` shows that permutations within one group preserve it.

`same_coset_iff` is the criterion r(A) = g(A), and `card_transversal` uses it to match R with the subsets of size `A.card`. There, `extendSubtype` extends a bijection between two equal-sized sets to a permutation of all labels.

`single_exchanges` evaluates (a b)(a′ b′) on labels. If a ≠ a′, it sends b′ to a′, from outside A into A; if b ≠ b′, it sends a′ to b′, out of A.

## Antisymmetrizing a product of two fragments

With the projectors P = (1/N!) ∑ [g] and P(S) = 𝒜(S)/(card S)!, the identity reads

P = (1/C(N, card A)) · (∑ [r]) · P(A) · P(B).

For a product of two fragment functions, each already antisymmetric, P(A) and P(B) change nothing. A program can then loop over the subsets of size card A, with one signed permutation for each, instead of over all N! permutations. The same factorization underlies the exchange terms in symmetry-adapted perturbation theory for two interacting molecules.

If A is empty or contains every label, R has one element. With N = 4 and A = {0, 1} there are six cosets: H, four that each contain one single exchange between the groups, and one that contains both double exchanges, (0 2)(1 3) and (0 3)(1 2). R can therefore hold at most one of these two.
